# An upper bound on uniform pairing for N electrons in n paired levels, attained at every even N

When a configuration-interaction program returns the expectation value of a uniform pairing term $-G P^\dagger P$, the number can be checked against a floor. With $N$ electrons in $n$ paired levels and $G\ge 0$, it cannot lie below $-G\,N(2n+2-N)/4$, however correlated the state. Here $P=\sum_{k=1}^n b_k a_k$ removes one pair, with equal amplitude from each level, and $a_k,b_k$ annihilate the two partner modes of level $k$, for instance spin up and spin down in one orbital. The constant $G$ is the strength of an attraction that moves a pair from any level $l$ to any level $k$, including $k=l$, with the same amplitude $-G$. The floor concerns this term alone, without single-particle energies or any other interaction.

It follows from a bound for unit $N$-electron vectors,
$$\|P\psi\|^2\le B_N,\qquad B_N=\frac{N(2n+2-N)}{4},\qquad 0\le N\le 2n,$$
which is attained for every even $N$ when the modes have a vacuum.

```lean
import Mathlib

open Matrix

namespace UniformPairingBound

noncomputable section
```

## Modes, pairs and electron number

The modes $c_p$ satisfy $\{c_p,c_q\}=0$ and $\{c_p,c_q^\dagger\}=\delta_{pq}$. In Lean these relations are the two fields of `CAR`, and `star` is the adjoint. They are first stated in any ring with a star operation, because the commutators need nothing more.

```lean
/-- The canonical anticommutation relations for annihilation operators `c p`,
with `star` as the adjoint. -/
structure CAR {ι R : Type*} [DecidableEq ι] [Ring R] [StarRing R] (c : ι → R) : Prop where
  anti : ∀ p q, c p * c q + c q * c p = 0
  mixed : ∀ p q, c p * star (c q) + star (c q) * c p = if p = q then 1 else 0
```

The index type `Fin n ⊕ Fin n` holds two copies of the levels: `c (.inl k)` is $a_k$ and `c (.inr k)` is $b_k$. Lean counts levels from 0 to $n-1$. The order $b_k a_k$ fixes the sign of $P$.

```lean
section Algebra

variable {R : Type*} [Ring R] [StarRing R] {n : ℕ}

/-- The pair annihilator `P = ∑ b_k a_k`, where `a_k = c (inl k)` and `b_k = c (inr k)`. -/
def pairOp (c : Fin n ⊕ Fin n → R) : R := ∑ k, c (.inr k) * c (.inl k)
```

The number operator is $\hat N=\sum_p c_p^\dagger c_p$, over all $2n$ modes.

```lean
/-- The electron number operator, summed over all modes. -/
def numberOp (c : Fin n ⊕ Fin n → R) : R := ∑ p, star (c p) * c p
```

## Two commutators

Both commutators follow from one identity, in which the terms $\pm\,bxa$ cancel:
$$[ba,x]=b\{a,x\}-\{b,x\}a .$$

```lean
omit [StarRing R] in
/-- The commutator of a product with `x`, written through anticommutators. -/
theorem commutator_eq (b a x : R) :
    b * a * x - x * (b * a) = b * (a * x + x * a) - (b * x + x * b) * a := by
  noncomm_ring
```

Applied to each term of $\hat N$, it gives
$$[\hat N,c_q]=\sum_p\left(c_p^\dagger\{c_p,c_q\}-\{c_p^\dagger,c_q\}c_p\right)=-c_q .$$
Hence $[\hat N,b_la_l]=[\hat N,b_l]a_l+b_l[\hat N,a_l]=-2b_la_l$, and summing over $l$ gives $[\hat N,P]=-2P$. In the proof, `hc` is the one-mode result and `hl` the one-pair result.

```lean
/-- The pair annihilator lowers the electron number by two: `[N, P] = -2 P`. -/
theorem number_comm_pair {c : Fin n ⊕ Fin n → R} (h : CAR c) :
    numberOp c * pairOp c - pairOp c * numberOp c = -(2 • pairOp c) := by
  have mixed' : ∀ p q, star (c p) * c q + c q * star (c p) = if q = p then 1 else 0 := by
    intro p q
    rw [add_comm]
    exact h.mixed q p
  -- each mode operator removes one electron
  have hc : ∀ q, numberOp c * c q - c q * numberOp c = -c q := by
    intro q
    rw [numberOp, Finset.sum_mul, Finset.mul_sum, ← Finset.sum_sub_distrib]
    simp only [commutator_eq, h.anti, mixed']
    simp
  have hl : ∀ l, numberOp c * (c (.inr l) * c (.inl l)) - c (.inr l) * c (.inl l) * numberOp c
      = -(2 • (c (.inr l) * c (.inl l))) := by
    intro l
    linear_combination (norm := noncomm_ring) hc (.inr l) * c (.inl l) + c (.inr l) * hc (.inl l)
  rw [pairOp, Finset.mul_sum, Finset.sum_mul, ← Finset.sum_sub_distrib,
    Finset.sum_congr rfl (fun l _ => hl l), Finset.sum_neg_distrib, Finset.smul_sum]
```

The same identity gives $[P,a_l^\dagger]=b_l$ and $[P,b_l^\dagger]=-a_l$, the two halves of `e`. Since $P^\dagger=\sum_l a_l^\dagger b_l^\dagger$, each level contributes
$$[P,a_l^\dagger b_l^\dagger]=b_lb_l^\dagger-a_l^\dagger a_l=1-a_l^\dagger a_l-b_l^\dagger b_l ,$$
which is `hl`. The sum over levels is $[P,P^\dagger]=n-\hat N$.

```lean
/-- The quasispin commutator `[P, P†] = n - N` for `n` paired levels. -/
theorem pair_comm_star {c : Fin n ⊕ Fin n → R} (h : CAR c) :
    pairOp c * star (pairOp c) - star (pairOp c) * pairOp c = n • (1 : R) - numberOp c := by
  -- commuting `P` past a creator leaves the partner annihilator, up to sign
  have e : (∀ l, pairOp c * star (c (.inl l)) - star (c (.inl l)) * pairOp c = c (.inr l)) ∧
      ∀ l, pairOp c * star (c (.inr l)) - star (c (.inr l)) * pairOp c = -c (.inl l) := by
    constructor <;> intro l <;>
      rw [pairOp, Finset.sum_mul, Finset.mul_sum, ← Finset.sum_sub_distrib] <;>
      simp only [commutator_eq, h.mixed] <;> simp
  have hl : ∀ l, pairOp c * (star (c (.inl l)) * star (c (.inr l)))
      - star (c (.inl l)) * star (c (.inr l)) * pairOp c
      = 1 - (star (c (.inl l)) * c (.inl l) + star (c (.inr l)) * c (.inr l)) := by
    intro l
    have e3 : c (.inr l) * star (c (.inr l)) + star (c (.inr l)) * c (.inr l) = 1 := by
      rw [h.mixed, if_pos rfl]
    linear_combination (norm := noncomm_ring)
      e.1 l * star (c (.inr l)) + star (c (.inl l)) * e.2 l + e3
  have hs : star (pairOp c) = ∑ k, star (c (.inl k)) * star (c (.inr k)) := by
    simp [pairOp, star_sum]
  rw [hs, Finset.mul_sum, Finset.sum_mul, ← Finset.sum_sub_distrib,
    Finset.sum_congr rfl (fun l _ => hl l)]
  simp [numberOp, Fintype.sum_sum_type, Finset.sum_sub_distrib, Finset.sum_add_distrib]

end Algebra
```

## Vectors of fixed electron number

The modes now become bounded operators on a complex Hilbert space `H`. An $N$-electron vector satisfies $\hat N\psi=N\psi$; `IsElectronState` does not require it to be normalised or nonzero.

```lean
variable {H : Type*} [NormedAddCommGroup H] [InnerProductSpace ℂ H] [CompleteSpace H]
  {n : ℕ} {c : Fin n ⊕ Fin n → H →L[ℂ] H}

local notation "P" => pairOp c
local notation "P†" => star (pairOp c)

/-- `ψ` has exactly `N` electrons: the number operator multiplies it by `N`. -/
def IsElectronState (c : Fin n ⊕ Fin n → H →L[ℂ] H) (N : ℕ) (ψ : H) : Prop :=
  numberOp c ψ = (N : ℂ) • ψ
```

Moving $A^\dagger$ across the inner product gives $\langle x,A^\dagger Ax\rangle=\|Ax\|^2$. The Lean statement takes the real part because its inner product is complex-valued.

```lean
/-- For every vector `x`, normalised or not, the real part of the inner product `⟨x, A†A x⟩` is the
squared norm of `A x`. -/
theorem expectation_star_mul (A : H →L[ℂ] H) (x : H) :
    (inner ℂ x (star A (A x))).re = ‖A x‖ ^ 2 := by
  rw [ContinuousLinearMap.star_eq_adjoint, ContinuousLinearMap.adjoint_inner_right]
  exact inner_self_eq_norm_sq (𝕜 := ℂ) (A x)
```

Let $\hat N\varphi=z\varphi$. The first commutator and its adjoint, $[\hat N,P^\dagger]=2P^\dagger$, give
$$\hat NP\varphi=(z-2)P\varphi,\qquad \hat NP^\dagger\varphi=(z+2)P^\dagger\varphi,$$
and the second gives $PP^\dagger\varphi=P^\dagger P\varphi+(n-z)\varphi$. The proof evaluates the three operator equations at $\varphi$ and solves for these forms.

```lean
/-- On an eigenvector of the number operator with eigenvalue `z`, `P` and `P†` shift the
eigenvalue by two down and up, and `P P†` exceeds `P†P` by `n - z`. -/
theorem quasispin_sector (h : CAR c) {z : ℂ} {φ : H} (hφ : numberOp c φ = z • φ) :
    numberOp c (P φ) = (z - 2) • P φ ∧ numberOp c (P† φ) = (z + 2) • P† φ ∧
    P (P† φ) = P† (P φ) + ((n : ℂ) - z) • φ := by
  have e := number_comm_pair h
  rw [two_nsmul] at e
  have hN : star (numberOp c) = numberOp c := by simp [numberOp, star_sum]
  have e' := congrArg star e
  simp only [star_sub, star_mul, star_neg, star_add, hN] at e'
  have h1 := DFunLike.congr_fun e φ
  have h2 := DFunLike.congr_fun e' φ
  have h3 := DFunLike.congr_fun (pair_comm_star h) φ
  change numberOp c (P φ) - P (numberOp c φ) = -(P φ + P φ) at h1
  change P† (numberOp c φ) - numberOp c (P† φ) = -(P† φ + P† φ) at h2
  change P (P† φ) - P† (P φ) = n • φ - numberOp c φ at h3
  rw [hφ, map_smul] at h1 h2
  rw [hφ, ← Nat.cast_smul_eq_nsmul ℂ n φ] at h3
  refine ⟨?_, ?_, ?_⟩
  · linear_combination (norm := module) h1
  · linear_combination (norm := module) -h2
  · linear_combination (norm := module) h3
```

## The bound by removing pairs

The proof is a strong induction on $N$. Put $\varphi=P\psi$, so that $\hat N\varphi=(N-2)\varphi$.

If $N<2$, positivity of $\hat N$ gives $0\le\langle\varphi,\hat N\varphi\rangle=(N-2)\|\varphi\|^2$, so $\varphi=0$. The bound then holds because $B_N\ge 0$ for $N\le 2n$.

If $N\ge 2$, the commutator and the induction hypothesis for $\varphi$ give
$$\|P^\dagger\varphi\|^2=\|P\varphi\|^2+(n-N+2)\|\varphi\|^2\le\left(B_{N-2}+n-N+2\right)\|\varphi\|^2 .$$
The bracket equals $B_N$:
$$\frac{(N-2)(2n+4-N)+4(n-N+2)}{4}=\frac{N(2n+2-N)}{4}.$$
By Cauchy–Schwarz,
$$\|\varphi\|^2=\langle P^\dagger\varphi,\psi\rangle\le\|P^\dagger\varphi\|\,\|\psi\| .$$
Squaring gives $\|\varphi\|^4\le B_N\|\varphi\|^2\|\psi\|^2$. If $\varphi\ne 0$, divide by $\|\varphi\|^2$; if $\varphi=0$, the bound is immediate.

In the code, `hi` is the induction hypothesis, `hup` the commutator step, `hy` the estimate with $B_N$ and `hcs` Cauchy–Schwarz. The theorem keeps the factor $\|\psi\|^2$, which is 1 for a unit vector.

```lean
/-- Every vector `ψ` with `N ≤ 2n` electrons in `n` paired levels satisfies
`‖P ψ‖² ≤ N (2n + 2 - N) / 4 · ‖ψ‖²`. -/
theorem pair_norm_sq_le (h : CAR c) (N : ℕ) : ∀ ψ : H, IsElectronState c N ψ → N ≤ 2 * n →
    ‖P ψ‖ ^ 2 ≤ (N : ℝ) * (2 * n + 2 - N) / 4 * ‖ψ‖ ^ 2 := by
  induction N using Nat.strong_induction_on with
  | _ N ih =>
  intro ψ hψ hN
  have hφ : numberOp c (P ψ) = (((N : ℝ) - 2 : ℝ) : ℂ) • P ψ := by
    rw [(quasispin_sector h hψ).1]
    congr 1
    simp
  have hself : (inner ℂ (P ψ) (P ψ)).re = ‖P ψ‖ ^ 2 := inner_self_eq_norm_sq (𝕜 := ℂ) _
  have hN' : (N : ℝ) ≤ 2 * n := by exact_mod_cast hN
  have hC : 0 ≤ (N : ℝ) * (2 * n + 2 - N) / 4 :=
    div_nonneg (mul_nonneg (Nat.cast_nonneg N) (by linarith)) (by norm_num)
  rcases Nat.lt_or_ge N 2 with h2 | h2
  · -- `P ψ` would have a negative number of electrons, so it vanishes
    have hpos : 0 ≤ (inner ℂ (P ψ) (numberOp c (P ψ))).re := by
      rw [numberOp, _root_.sum_apply, inner_sum, Complex.re_sum]
      refine Finset.sum_nonneg fun p _ => ?_
      change 0 ≤ (inner ℂ (P ψ) (star (c p) (c p (P ψ)))).re
      rw [expectation_star_mul]
      positivity
    rw [hφ, inner_smul_right, Complex.re_ofReal_mul, hself] at hpos
    have h1 : (N : ℝ) ≤ 1 := by exact_mod_cast Nat.le_of_lt_succ h2
    have hz : ‖P ψ‖ ^ 2 ≤ 0 := by nlinarith [sq_nonneg ‖P ψ‖]
    exact hz.trans (mul_nonneg hC (sq_nonneg _))
  · have hi := ih (N - 2) (by omega) (P ψ)
      (by rw [IsElectronState, hφ]; congr 1; simp [Nat.cast_sub h2]) (by omega)
    rw [Nat.cast_sub h2] at hi
    push_cast at hi
    -- the commutator turns `‖P† φ‖²` into `‖P φ‖²`, where `φ = P ψ`
    have hup := expectation_star_mul P† (P ψ)
    have hc : (n : ℂ) - (((N : ℝ) - 2 : ℝ) : ℂ) = (((n : ℝ) - (N - 2) : ℝ) : ℂ) := by simp
    rw [star_star, (quasispin_sector h hφ).2.2, inner_add_right, inner_smul_right,
      Complex.add_re, expectation_star_mul, hc, Complex.re_ofReal_mul, hself] at hup
    have hy : ‖P† (P ψ)‖ ^ 2 ≤ (N : ℝ) * (2 * n + 2 - N) / 4 * ‖P ψ‖ ^ 2 := by linarith
    -- Cauchy-Schwarz
    have hcs : ‖P ψ‖ ^ 2 ≤ ‖P† (P ψ)‖ * ‖ψ‖ := by
      rw [← hself, ← ContinuousLinearMap.adjoint_inner_left,
        ← ContinuousLinearMap.star_eq_adjoint]
      exact (Complex.re_le_norm _).trans (norm_inner_le_norm _ _)
    rcases eq_or_lt_of_le (sq_nonneg ‖P ψ‖) with h0 | h0
    · rw [← h0]
      exact mul_nonneg hC (sq_nonneg _)
    · refine le_of_mul_le_mul_left ?_ h0
      have m1 := mul_le_mul hcs hcs (sq_nonneg _) (by positivity)
      have m2 := mul_le_mul_of_nonneg_right hy (sq_nonneg ‖ψ‖)
      linarith
```

For a unit vector, $\langle\psi,-GP^\dagger P\psi\rangle=-G\|P\psi\|^2\ge -G B_N$, where $G\ge 0$ reverses the inequality. This is the floor used in the opening check.

```lean
/-- For attraction `G ≥ 0`, the expectation value of `-G P†P` in a unit vector with `N ≤ 2n`
electrons is at least `-G N (2n + 2 - N) / 4`. -/
theorem pairing_energy_ge (h : CAR c) {G : ℝ} (hG : 0 ≤ G) {N : ℕ} (hN : N ≤ 2 * n) {ψ : H}
    (hψ : IsElectronState c N ψ) (h1 : ‖ψ‖ = 1) :
    -(G * ((N : ℝ) * (2 * n + 2 - N) / 4))
      ≤ (inner ℂ ψ (((-G : ℝ) : ℂ) • P† (P ψ))).re := by
  rw [inner_smul_right, Complex.re_ofReal_mul, expectation_star_mul]
  have hb := mul_le_mul_of_nonneg_left (pair_norm_sq_le h N ψ hψ hN) hG
  rw [h1] at hb
  linarith
```

## Equal pairs on the vacuum

For equality, take a nonzero vacuum $\Omega$, with $c_p\Omega=0$ for all $p$: the state in which every level is empty. Its existence is a hypothesis here, whereas the upper bound does without it. Let $\chi_j=(P^\dagger)^j\Omega$. The claim is that, for $j\le n$, $\chi_j$ is a nonzero vector with $2j$ electrons and
$$P^\dagger P\chi_j=j(n+1-j)\chi_j .$$

At $j=0$, both $\hat N$ and $P$ annihilate $\Omega$. For the step from $j$ to $j+1\le n$,
$$PP^\dagger\chi_j=\left[j(n+1-j)+n-2j\right]\chi_j=(j+1)(n-j)\chi_j ,$$
which is `hk`. The right side is nonzero because $j<n$, so $\chi_{j+1}=P^\dagger\chi_j$ is nonzero too. Applying $P^\dagger$ to both sides gives the eigenvalue $(j+1)(n-j)$ for $\chi_{j+1}$, as claimed.

```lean
/-- For `j ≤ n`, `j` equal pairs created on a nonzero vacuum `Ω` give a nonzero state of `2j`
electrons, an eigenvector of `P†P` with eigenvalue `j (n + 1 - j)`. -/
theorem pair_condensate (h : CAR c) {Ω : H} (hΩ : ∀ p, c p Ω = 0) (h0 : Ω ≠ 0) (j : ℕ)
    (hj : j ≤ n) :
    IsElectronState c (2 * j) ((P† ^ j) Ω) ∧ (P† ^ j) Ω ≠ 0 ∧
    P† (P ((P† ^ j) Ω)) = (((j : ℝ) * (n + 1 - j) : ℝ) : ℂ) • (P† ^ j) Ω := by
  induction j with
  | zero =>
    have hp : (P† ^ 0) Ω = Ω := by rw [pow_zero]; rfl
    have hNΩ : numberOp c Ω = 0 := by
      rw [numberOp, _root_.sum_apply]
      refine Finset.sum_eq_zero fun p _ => ?_
      change star (c p) (c p Ω) = 0
      rw [hΩ, map_zero]
    have hPΩ : P Ω = 0 := by
      rw [pairOp, _root_.sum_apply]
      refine Finset.sum_eq_zero fun k _ => ?_
      change c (.inr k) (c (.inl k) Ω) = 0
      rw [hΩ, map_zero]
    rw [hp]
    exact ⟨by simp [IsElectronState, hNΩ], h0, by simp [hPΩ]⟩
  | succ j ih =>
    obtain ⟨i1, i2, i3⟩ := ih (by omega)
    have hp : (P† ^ (j + 1)) Ω = P† ((P† ^ j) Ω) := by rw [pow_succ']; rfl
    rw [hp]
    obtain ⟨-, s2, s3⟩ := quasispin_sector h i1
    -- applying `P` after `P†` returns a multiple of the previous vector
    have hk : P (P† ((P† ^ j) Ω)) = (((j : ℂ) + 1) * (n - j)) • (P† ^ j) Ω := by
      rw [s3, i3]
      push_cast
      module
    refine ⟨?_, fun hz => ?_, ?_⟩
    · rw [IsElectronState, s2]
      congr 1
      push_cast
      ring
    · rw [hz, map_zero] at hk
      have hnj : (n : ℂ) ≠ j := by
        have : n ≠ j := by omega
        exact_mod_cast this
      exact smul_ne_zero
        (mul_ne_zero (Nat.cast_add_one_ne_zero j) (sub_ne_zero.2 hnj)) i2 hk.symm
    · rw [hk, map_smul]
      congr 1
      push_cast
      ring
```

With $N=2j$, the eigenvalue is $j(n+1-j)=N(2n+2-N)/4=B_N$. Therefore
$$\|P\chi_j\|^2=\langle\chi_j,P^\dagger P\chi_j\rangle=B_N\|\chi_j\|^2 ,$$
and the unit vector $\chi_j/\|\chi_j\|$ attains the bound. Lean states this for the unnormalised vector, together with the fact that it is nonzero.

```lean
/-- If the modes have a nonzero vacuum, then for every even `N ≤ 2n` some nonzero `N`-electron
vector has `‖P ψ‖² = N (2n + 2 - N) / 4 · ‖ψ‖²`. -/
theorem pair_norm_sq_attained (h : CAR c) {Ω : H} (hΩ : ∀ p, c p Ω = 0) (h0 : Ω ≠ 0)
    {N : ℕ} (heven : Even N) (hN : N ≤ 2 * n) :
    ∃ ψ : H, ψ ≠ 0 ∧ IsElectronState c N ψ ∧
      ‖P ψ‖ ^ 2 = (N : ℝ) * (2 * n + 2 - N) / 4 * ‖ψ‖ ^ 2 := by
  obtain ⟨j, rfl⟩ := heven
  obtain ⟨h1, h2, h3⟩ := pair_condensate h hΩ h0 j (by omega)
  generalize (P† ^ j) Ω = χ at h1 h2 h3
  have hself : (inner ℂ χ χ).re = ‖χ‖ ^ 2 := inner_self_eq_norm_sq (𝕜 := ℂ) _
  refine ⟨χ, h2, by rw [← two_mul]; exact h1, ?_⟩
  rw [← expectation_star_mul, h3, inner_smul_right, Complex.re_ofReal_mul, hself]
  push_cast
  ring
```

## One level, four states

For $n=1$ the modes can be written as $4\times4$ matrices in the basis empty, $a$ filled, $b$ filled, both filled. The entry $-1$ in the matrix of $b$ supplies the fermionic sign.

Here $P$ takes the doubly filled state to the empty one, so $\|P\psi\|^2=1$, equal to $B_2=1$. A single electron has no pair to remove: $P\psi=0$, while $B_1=3/4$. At odd $N$ the bound therefore need not be attained.

```lean
/-- Matrices of `a` and `b` for a single level, in the basis empty, `a` filled, `b` filled,
both filled. -/
def levelMatrices : Fin 1 ⊕ Fin 1 → Matrix (Fin 4) (Fin 4) ℂ :=
  Sum.elim (fun _ => !![0, 1, 0, 0; 0, 0, 0, 0; 0, 0, 0, 1; 0, 0, 0, 0])
    (fun _ => !![0, 0, 1, 0; 0, 0, 0, -1; 0, 0, 0, 0; 0, 0, 0, 0])
```

The last theorem confirms that these matrices, as operators on four-dimensional Hilbert space, satisfy `CAR` and annihilate the first basis vector. The assumptions on the modes and the vacuum are thus realised for one level. The relations are checked entry by entry and then carried over from matrices to operators.

```lean
/-- The single-level matrices, acting on four-dimensional Hilbert space, obey the
anticommutation relations and annihilate the first basis vector. -/
theorem car_witness :
    CAR (fun p => Matrix.toEuclideanCLM (n := Fin 4) (𝕜 := ℂ) (levelMatrices p)) ∧
    ∀ p, Matrix.toEuclideanCLM (n := Fin 4) (𝕜 := ℂ) (levelMatrices p)
      (WithLp.toLp 2 ![1, 0, 0, 0]) = 0 := by
  have hm : CAR levelMatrices := by
    constructor <;> rintro (i | i) (j | j) <;> fin_cases i <;> fin_cases j <;> ext x y <;>
      fin_cases x <;> fin_cases y <;>
      simp [levelMatrices, Matrix.mul_apply, Fin.sum_univ_succ, Matrix.star_eq_conjTranspose] <;>
      simp [Matrix.vecMul, dotProduct, Fin.sum_univ_succ, Matrix.conjTranspose_apply]
  refine ⟨⟨fun p q => ?_, fun p q => ?_⟩, fun p => ?_⟩
  · have e := congrArg (Matrix.toEuclideanCLM (n := Fin 4) (𝕜 := ℂ)) (hm.anti p q)
    simpa only [map_add, map_mul, map_zero] using e
  · have e := congrArg (Matrix.toEuclideanCLM (n := Fin 4) (𝕜 := ℂ)) (hm.mixed p q)
    split_ifs at e ⊢ <;> simpa only [map_add, map_mul, map_star, map_one, map_zero] using e
  · have hv : levelMatrices p *ᵥ ![1, 0, 0, 0] = 0 := by
      rcases p with i | i <;> ext x <;> fin_cases x <;>
        simp [levelMatrices, Matrix.mulVec, dotProduct, Fin.sum_univ_succ]
    change WithLp.toLp 2 (levelMatrices p *ᵥ ![1, 0, 0, 0]) = 0
    rw [hv]
    rfl

end

end UniformPairingBound
```

```lean
#print axioms UniformPairingBound.pairing_energy_ge
-- 'UniformPairingBound.pairing_energy_ge' depends on axioms: [propext, Classical.choice, Quot.sound]
#print axioms UniformPairingBound.pair_norm_sq_attained
-- 'UniformPairingBound.pair_norm_sq_attained' depends on axioms: [propext, Classical.choice, Quot.sound]
```
